# All fields that carry a spin one-half along a prescribed differentiable path, and the weakest of them

A spin one-half points along z, and at this instant its direction must turn towards x at the rate ω. Which magnetic field does this? With ħ = 1 and the field B = (B₀, B₁, B₂) measured as an angular frequency, the Hamiltonian is H = B·σ/2, where σ = (σx, σy, σz) are the Pauli matrices and the indices 0, 1, 2 stand for x, y, z. The state is P = (1 + σz)/2, and the required change is P' = ω σx/2. The equation of motion i P' = [H, P] becomes

i ω σx/2 = i (B₁ σx − B₀ σy)/2.

So B₁ = ω and B₀ = 0, while B₂ is free: a field along the spin does not turn it. Such a field only adds to the strength √(ω² + B₂²), which is least at B₂ = 0.

The problems below extend this to any differentiable path of unit vectors n(t). For a single isolated two-level system, they give the fields that move a state along a chosen path at finite speed, as in fast qubit control.

## Spin, field and equation of motion

```lean
import Mathlib

open Matrix

namespace CounterdiabaticSpin

noncomputable section
```

A real vector is a function `Fin 3 → ℝ`, and `pauli a` is the matrix a·σ written out.

```lean
/-- The matrix `a·σ` of a real vector `a`, with `σ` the three Pauli matrices. -/
def pauli (a : Fin 3 → ℝ) : Matrix (Fin 2) (Fin 2) ℂ :=
  !![(a 2 : ℂ), (a 0 : ℂ) - (a 1 : ℂ) * Complex.I;
     (a 0 : ℂ) + (a 1 : ℂ) * Complex.I, -(a 2 : ℂ)]
```

The Hamiltonian has a plus sign and no gyromagnetic factor. For a magnetic moment γσ/2 in a laboratory field B_lab, the Hamiltonian is −γ B_lab·σ/2, so B = −γ B_lab and the laboratory field is B_lab = −B/γ.

```lean
/-- The Hamiltonian `B·σ/2` of a spin one-half in the field `B`. -/
def spinHamiltonian (B : Fin 3 → ℝ) : Matrix (Fin 2) (Fin 2) ℂ :=
  (1 / 2 : ℂ) • pauli B
```

The Bloch vector n gives the spin direction. The matrix below is a projector when n has unit length, though the definition accepts any n.

```lean
/-- The matrix `P = (1 + n·σ)/2` belonging to the Bloch vector `n`. -/
def spinProjector (n : Fin 3 → ℝ) : Matrix (Fin 2) (Fin 2) ℂ :=
  (1 / 2 : ℂ) • (1 + pauli n)
```

The equation of motion is imposed at one time t. It says that the entries of P have derivatives there, and that these form a matrix P' with i P' = [H, P].

```lean
/-- The von Neumann equation `i P' = [H, P]` at time `t`, where `P'` is the entrywise
time derivative of `P`. -/
def VonNeumannAt (H P : ℝ → Matrix (Fin 2) (Fin 2) ℂ) (t : ℝ) : Prop :=
  ∃ P' : Matrix (Fin 2) (Fin 2) ℂ,
    (∀ i j, HasDerivAt (fun s => P s i j) (P' i j) t) ∧
      Complex.I • P' = H t * P t - P t * H t
```

Strength is the Euclidean length, defined through the dot product `⬝ᵥ` because Lean's default norm on triples is the largest component in absolute value.

```lean
/-- The Euclidean length of a field vector. -/
def fieldStrength (B : Fin 3 → ℝ) : ℝ := Real.sqrt (B ⬝ᵥ B)
```

Relaxation, noise and control errors are left out: that a real spin prepared in P obeys this equation with the intended field is a physical assumption. The overall phase of the state vector does not appear in P.

## (a) The commutator of two spin matrices

Show that for real vectors a and b

[a·σ, b·σ] = 2i (a × b)·σ.

Each Pauli matrix squares to 1, different ones anticommute, and σx σy = i σz holds with its cyclic permutations. Hence

(a·σ)(b·σ) = a·b + i (a × b)·σ
(b·σ)(a·σ) = a·b − i (a × b)·σ.

Subtraction gives the result. The Lean proof compares the real and imaginary parts of the four matrix entries; `⨯₃` is the cross product.

```lean
/-- The commutator of two spin matrices: `[a·σ, b·σ] = 2i (a × b)·σ`. -/
theorem pauli_commutator (a b : Fin 3 → ℝ) :
    pauli a * pauli b - pauli b * pauli a = (2 * Complex.I) • pauli (a ⨯₃ b) := by
  ext i j
  fin_cases i <;> fin_cases j <;> apply Complex.ext <;>
    simp [pauli, cross_apply] <;> ring
```

## (b) Reading the vector off the matrix

Show that

a·σ = b·σ implies a = b.

The upper left entry of a·σ is a₂, and the lower left entry is a₀ + i a₁. Since the components are real, these two entries fix all three. The proof extracts the same three real numbers as `h2`, `h0` and `h1`.

```lean
/-- The matrix `a·σ` determines the real vector `a`. -/
theorem pauli_injective : Function.Injective pauli := by
  intro a b h
  have h2 := congrArg (fun M => (M 0 0).re) h
  have h0 := congrArg (fun M => (M 1 0).re) h
  have h1 := congrArg (fun M => (M 1 0).im) h
  simp [pauli] at h0 h1 h2
  ext k
  fin_cases k
  · exact h0
  · exact h1
  · exact h2
```

## (c) The velocity of the projector

Let n have the derivative v at time t. Show that

P' = v·σ/2.

The entries of P are

(1 + n₂)/2, (n₀ − i n₁)/2
(n₀ + i n₁)/2, (1 − n₂)/2.

Differentiating each one removes the constant and replaces n by v, which leaves the entries of v·σ/2. The four cases in Lean are these four entries.

```lean
/-- If the Bloch vector `n` has velocity `v`, then `P = (1 + n·σ)/2` has the entrywise
derivative `v·σ/2`. -/
theorem hasDerivAt_spinProjector {n : ℝ → Fin 3 → ℝ} {v : Fin 3 → ℝ} {t : ℝ}
    (hn : HasDerivAt n v t) (i j : Fin 2) :
    HasDerivAt (fun s => spinProjector (n s) i j) (((1 / 2 : ℂ) • pauli v) i j) t := by
  have h : ∀ k, HasDerivAt (fun s => ((n s k : ℝ) : ℂ)) ((v k : ℝ) : ℂ) t :=
    fun k => ((hasDerivAt_pi.1 hn) k).ofReal_comp
  have hp : HasDerivAt (fun s => pauli (n s) i j) (pauli v i j) t := by
    fin_cases i <;> fin_cases j
    · exact h 2
    · exact (h 0).fun_sub ((h 1).mul_const Complex.I)
    · exact (h 0).fun_add ((h 1).mul_const Complex.I)
    · exact (h 2).fun_neg
  exact (hp.const_add _).const_mul _
```

## (d) From the matrix equation to precession

Show that i P' = [H, P] holds at time t exactly when

v = B × n.

The identity in P commutes with H, so by (a)

[H, P] = ¼ [B·σ, n·σ] = (i/2) (B × n)·σ.

By (c), the left side is i P' = (i/2) v·σ. Cancelling i/2 and using (b) gives v = B × n, and the steps can be reversed.

In Lean, `hc` is the commutator. In the forward direction, uniqueness of derivatives identifies the unknown P' with v·σ/2; in the backward direction, that matrix is supplied as P'. The length of n plays no role here.

```lean
/-- For a Bloch vector `n` with velocity `v` at time `t`, the von Neumann equation in the
field `B` is the precession equation `v = B × n`. -/
theorem vonNeumann_iff_precession {n B : ℝ → Fin 3 → ℝ} {v : Fin 3 → ℝ} {t : ℝ}
    (hn : HasDerivAt n v t) :
    VonNeumannAt (fun s => spinHamiltonian (B s)) (fun s => spinProjector (n s)) t ↔
      v = B t ⨯₃ n t := by
  have hP := hasDerivAt_spinProjector hn
  -- the identity part of P drops out of the commutator
  have hc : spinHamiltonian (B t) * spinProjector (n t)
      - spinProjector (n t) * spinHamiltonian (B t)
      = Complex.I • ((1 / 2 : ℂ) • pauli (B t ⨯₃ n t)) := by
    calc _ = (1 / 4 : ℂ) • (pauli (B t) * pauli (n t) - pauli (n t) * pauli (B t)) := by
          simp only [spinHamiltonian, spinProjector, smul_mul_assoc, mul_smul_comm,
            mul_add, add_mul, mul_one, one_mul]
          module
      _ = _ := by
          rw [pauli_commutator]
          module
  constructor
  · rintro ⟨P', hd, he⟩
    have hP' : P' = (1 / 2 : ℂ) • pauli v :=
      Matrix.ext fun i j => (hd i j).unique (hP i j)
    rw [hP'] at he
    have he' := he.trans hc
    apply pauli_injective
    ext i j
    have hij := congrArg (fun M => M i j) he'
    simpa [Complex.I_ne_zero] using hij
  · intro h
    exact ⟨(1 / 2 : ℂ) • pauli v, hP, by rw [h]; exact hc.symm⟩
```

## (e) A unit vector moves sideways

Let n have unit length at all times and velocity v at time t. Show that

n·v = 0.

Differentiating n·n = 1 gives 2 n·v = 0. Lean differentiates n₀² + n₁² + n₂² by the product rule and compares the result with the derivative of the constant 1.

```lean
/-- A differentiable vector that has unit length at all times is orthogonal to its velocity. -/
theorem unit_orthogonal_velocity {n : ℝ → Fin 3 → ℝ} {v : Fin 3 → ℝ} {t : ℝ}
    (h1 : ∀ s, n s ⬝ᵥ n s = 1) (hn : HasDerivAt n v t) : n t ⬝ᵥ v = 0 := by
  have hk := hasDerivAt_pi.1 hn
  have h := (((hk 0).fun_mul (hk 0)).fun_add ((hk 1).fun_mul (hk 1))).fun_add
    ((hk 2).fun_mul (hk 2))
  have hf : (fun s => n s 0 * n s 0 + n s 1 * n s 1 + n s 2 * n s 2) = fun _ => (1 : ℝ) := by
    funext s
    simpa only [dotProduct, Fin.sum_univ_three] using h1 s
  rw [hf] at h
  have h0 := h.unique (hasDerivAt_const t (1 : ℝ))
  simp only [dotProduct, Fin.sum_univ_three]
  linarith
```

## (f) Solving the precession equation for the field

Let n·n = 1 and n·v = 0. Show that a vector b satisfies v = b × n exactly when, for some real c,

b = n × v + c n.

If v = b × n, then

n × v = n × (b × n) = b (n·n) − n (n·b) = b − (n·b) n,

so b has the stated form with c = n·b. Conversely, n × n = 0 gives

(n × v + c n) × n = (n × v) × n = v (n·n) − n (n·v) = v.

Lean makes the same choice of c and works by components. Each `linear_combination` names the multiples of n·n = 1 and n·v = 0 that close a component.

```lean
/-- For a unit vector `n` and a velocity `v` orthogonal to it, the fields `b` with
`v = b × n` are exactly `b = n × v + c n` with `c` real. -/
theorem precession_field_iff {n v b : Fin 3 → ℝ} (hn : n ⬝ᵥ n = 1) (hv : n ⬝ᵥ v = 0) :
    v = b ⨯₃ n ↔ ∃ c : ℝ, b = n ⨯₃ v + c • n := by
  simp only [dotProduct, Fin.sum_univ_three] at hn hv
  constructor
  · intro h
    -- the free coefficient is the component of b along n
    refine ⟨n 0 * b 0 + n 1 * b 1 + n 2 * b 2, ?_⟩
    rw [h]
    ext k
    fin_cases k <;> simp [cross_apply]
    · linear_combination (-(b 0)) * hn
    · linear_combination (-(b 1)) * hn
    · linear_combination (-(b 2)) * hn
  · rintro ⟨c, rfl⟩
    ext k
    fin_cases k <;> simp [cross_apply, Matrix.vecHead, Matrix.vecTail]
    · linear_combination (-(v 0)) * hn + n 0 * hv
    · linear_combination (-(v 1)) * hn + n 1 * hv
    · linear_combination (-(v 2)) * hn + n 2 * hv
```

## (g) Every field that drives the chosen path

Let n(t) be a unit vector with derivative n'(t) at every time. Show that P obeys the equation of motion at all times exactly when there is a real function c(t) with

B(t) = n(t) × n'(t) + c(t) n(t).

At each time, (d) turns the equation of motion into n' = B × n. By (e), n' is orthogonal to n, so (f) gives the stated form with c(t) = n(t)·B(t). The converse follows from the same equivalences.

In Lean, `key` is this chain at one time, and `Classical.skolem` collects the numbers c into a function. Neither B nor c is assumed continuous.

In textbook use, "counterdiabatic" names only the term n × n', added to a given reference field c n. The reference Hamiltonian c n·σ/2 has P as an eigenprojector at each instant, and the added term lets the state follow it at finite speed.

```lean
/-- For a differentiable unit vector `n(t)` with derivative `n'(t)`, the projector `P = (1 + n·σ)/2`
obeys `i P' = [B·σ/2, P]` at all times if and only if `B = n × n' + c n` for some real function
`c(t)`. -/
theorem counterdiabatic_driving {n n' B : ℝ → Fin 3 → ℝ}
    (hd : ∀ t, HasDerivAt n (n' t) t) (h1 : ∀ t, n t ⬝ᵥ n t = 1) :
    (∀ t, VonNeumannAt (fun s => spinHamiltonian (B s)) (fun s => spinProjector (n s)) t) ↔
      ∃ c : ℝ → ℝ, ∀ t, B t = n t ⨯₃ n' t + c t • n t := by
  have key := fun t => (vonNeumann_iff_precession (B := B) (hd t)).trans
    (precession_field_iff (h1 t) (unit_orthogonal_velocity h1 (hd t)))
  exact (forall_congr' key).trans Classical.skolem
```

## (h) The squared strength of a driving field

Again let n·n = 1 and n·v = 0. Show that

|n × v + c n|² = |v|² + c².

Expanding the square gives

|n × v|² + 2c n·(n × v) + c² |n|².

The middle term vanishes because n × v is orthogonal to n. The first is |n|² |v|² − (n·v)² = |v|², and the last is c². Lean checks the identity in components, using the two assumptions.

```lean
/-- For a unit vector `n` and a velocity `v` orthogonal to it, the field `n × v + c n` has
squared length `|v|² + c²`. -/
theorem driving_field_sq {n v : Fin 3 → ℝ} (hn : n ⬝ᵥ n = 1) (hv : n ⬝ᵥ v = 0) (c : ℝ) :
    (n ⨯₃ v + c • n) ⬝ᵥ (n ⨯₃ v + c • n) = v ⬝ᵥ v + c ^ 2 := by
  simp only [dotProduct, Fin.sum_univ_three] at hn hv
  simp [dotProduct, Fin.sum_univ_three, cross_apply]
  linear_combination (v 0 * v 0 + v 1 * v 1 + v 2 * v 2 + c ^ 2) * hn
    - (n 0 * v 0 + n 1 * v 1 + n 2 * v 2) * hv
```

## (i) The weakest driving field

Let n have unit length at all times and velocity v at time t, and let B satisfy the equation of motion at that time. Show that

|n × v| ≤ |B|, with equality exactly when B = n × v.

By (d), (e) and (f), B = n × v + c n for some c. Then (h) gives

|B| = √(|v|² + c²) and |n × v| = |v|.

The inequality follows from c² ≥ 0. Equality forces c² = 0, hence c = 0 and B = n × v; the converse is immediate. The bound is attained, since c = 0 in (f) gives a field that satisfies the precession equation in (d).

The Lean proof computes the two lengths as `hs` and `hs0`, then uses the monotonicity of the square root for the inequality and its injectivity for the equality. The comparison is made at one instant, among fields that drive the same path.

```lean
/-- Let `n` be a unit vector at all times, with velocity `v` at time `t`. Every field `B` that
drives `P = (1 + n·σ)/2` at time `t` is at least as strong as `n × v`, and equally strong only
if it is `n × v`. -/
theorem counterdiabatic_field_least {n B : ℝ → Fin 3 → ℝ} {v : Fin 3 → ℝ} {t : ℝ}
    (h1 : ∀ s, n s ⬝ᵥ n s = 1) (hd : HasDerivAt n v t)
    (hB : VonNeumannAt (fun s => spinHamiltonian (B s)) (fun s => spinProjector (n s)) t) :
    fieldStrength (n t ⨯₃ v) ≤ fieldStrength (B t) ∧
      (fieldStrength (B t) = fieldStrength (n t ⨯₃ v) ↔ B t = n t ⨯₃ v) := by
  have ho := unit_orthogonal_velocity h1 hd
  obtain ⟨c, hc⟩ := (precession_field_iff (h1 t) ho).1 ((vonNeumann_iff_precession hd).1 hB)
  have hs : fieldStrength (B t) = Real.sqrt (v ⬝ᵥ v + c ^ 2) := by
    rw [fieldStrength, hc, driving_field_sq (h1 t) ho]
  have hs0 : fieldStrength (n t ⨯₃ v) = Real.sqrt (v ⬝ᵥ v) := by
    have h := driving_field_sq (h1 t) ho 0
    rw [zero_smul, add_zero] at h
    rw [fieldStrength, h]
    norm_num
  have hv : 0 ≤ v ⬝ᵥ v := by
    simp only [dotProduct]
    exact Finset.sum_nonneg fun k _ => mul_self_nonneg (v k)
  refine ⟨?_, ?_, fun h => by rw [h]⟩
  · rw [hs, hs0]
    apply Real.sqrt_le_sqrt
    linarith [sq_nonneg c]
  · intro h
    rw [hs, hs0] at h
    -- equal strength leaves no component along n
    have h2 := (Real.sqrt_inj (add_nonneg hv (sq_nonneg c)) hv).1 h
    have hc0 : c = 0 := (pow_eq_zero_iff two_ne_zero).1 (by linarith)
    rw [hc, hc0, zero_smul, add_zero]
```

## (j) An axis swept in the xz plane

Let n = (sin θ, 0, cos θ), with a differentiable angle θ(t) and rate ω = θ'. Show that the driving fields are exactly

B = (c sin θ, ω, c cos θ), with c(t) real.

The velocity is n' = (ω cos θ, 0, −ω sin θ), so

n × n' = (0, ω cos² θ + ω sin² θ, 0) = (0, ω, 0).

Adding c n as in (g) gives the result. At θ = 0 it is the field found at the start, with c = B₂. The Lean proof supplies the derivative as `hd`, the unit length as `h1` and the cross product with c n added as `e`, and then applies (g).

```lean
/-- For an axis `(sin θ, 0, cos θ)` swept in the xz plane with differentiable angle `θ(t)` and
rate `ω = θ'`, the driving fields are exactly `(c sin θ, ω, c cos θ)` with `c(t)` real. -/
theorem planar_sweep {θ ω : ℝ → ℝ} {B : ℝ → Fin 3 → ℝ}
    (hθ : ∀ t, HasDerivAt θ (ω t) t) :
    (∀ t, VonNeumannAt (fun s => spinHamiltonian (B s))
      (fun s => spinProjector ![Real.sin (θ s), 0, Real.cos (θ s)]) t) ↔
      ∃ c : ℝ → ℝ, ∀ t, B t = ![c t * Real.sin (θ t), ω t, c t * Real.cos (θ t)] := by
  have hd : ∀ t, HasDerivAt (fun s => (![Real.sin (θ s), 0, Real.cos (θ s)] : Fin 3 → ℝ))
      ![Real.cos (θ t) * ω t, 0, -Real.sin (θ t) * ω t] t := by
    intro t
    rw [hasDerivAt_pi]
    intro k
    fin_cases k
    · exact (hθ t).sin
    · exact hasDerivAt_const t (0 : ℝ)
    · exact (hθ t).cos
  have h1 : ∀ t, (![Real.sin (θ t), 0, Real.cos (θ t)] : Fin 3 → ℝ) ⬝ᵥ
      ![Real.sin (θ t), 0, Real.cos (θ t)] = 1 := by
    intro t
    have h := Real.sin_sq_add_cos_sq (θ t)
    simp [dotProduct, Fin.sum_univ_three]
    linarith
  have e : ∀ t (c : ℝ), (![Real.sin (θ t), 0, Real.cos (θ t)] : Fin 3 → ℝ) ⨯₃
      ![Real.cos (θ t) * ω t, 0, -Real.sin (θ t) * ω t]
      + c • ![Real.sin (θ t), 0, Real.cos (θ t)]
      = ![c * Real.sin (θ t), ω t, c * Real.cos (θ t)] := by
    intro t c
    have h := Real.sin_sq_add_cos_sq (θ t)
    ext k
    fin_cases k <;> simp [cross_apply]
    linear_combination ω t * h
  refine (counterdiabatic_driving hd h1).trans ?_
  simp only [e]

end

end CounterdiabaticSpin
```

```lean
#print axioms CounterdiabaticSpin.counterdiabatic_field_least
#print axioms CounterdiabaticSpin.planar_sweep
```

```
'CounterdiabaticSpin.counterdiabatic_field_least' depends on axioms: [propext, Classical.choice, Quot.sound]
'CounterdiabaticSpin.planar_sweep' depends on axioms: [propext, Classical.choice, Quot.sound]
```
